# Bounded pair coefficients cannot sustain a $D^{-5/2}$ attraction between an atom and a square layer

An atom at height $D$ above a layer is attracted by every site of the layer, and the first choice is how the strength of each pair attraction may respond to its surroundings. Here the response is left free: the $C_6$ coefficients form an arbitrary array $c_{mn}$, with integers $m,n$ labelling the sites, and all that is assumed is that they are not negative and stay within fixed bounds. From part (f) on, the array may also change with $D$.

The comparison is with two parallel metallic sheets at zero temperature, thin compared with $D$ and free of electrical resistance. Their coupled long-wavelength charge oscillations give a non-retarded attraction energy per area that falls as $D^{-5/2}$. This power is taken as given, not derived. The atom stands for one atom of the upper sheet. The energy per area of two whole sheets is not treated in the code. If every upper atom sits above a site and obeys the same bounds, the pairwise energy per area is the average energy per upper atom times the number of such atoms per area, so the bounds below carry over with that factor.

```lean
import Mathlib

open Filter Topology

namespace LayerDispersion

noncomputable section
```

The sites form a square lattice with unit spacing, so $D$ is measured in lattice constants, and the atom sits directly above the site $(0,0)$. The function `pairTerm` is the undamped attraction $c_{mn}/(m^2+n^2+D^2)^3$, where `p.1` and `p.2` are $m$ and $n$.

```lean
/-- Pair attraction `c_mn / (m² + n² + D²)³` between an atom at height `D ≠ 0` and the site
`p = (m, n)` of a square lattice with unit spacing. -/
def pairTerm (c : ℤ → ℤ → ℝ) (D : ℝ) (p : ℤ × ℤ) : ℝ :=
  c p.1 p.2 / ((p.1 : ℝ) ^ 2 + (p.2 : ℝ) ^ 2 + D ^ 2) ^ 3
```

The sum over all sites is $S(D)$, called `layerSum`. It is counted as positive for attraction, so the interaction energy is $-S(D)$. Lean gives a divergent sum the value zero, which is why convergence is proved along with the bounds.

```lean
/-- Total pairwise attraction `S(D)` between an atom at height `D ≠ 0` and the whole layer, if the
sum over the sites converges; a divergent sum is given the value zero. -/
def layerSum (c : ℤ → ℤ → ℝ) (D : ℝ) : ℝ := ∑' p : ℤ × ℤ, pairTerm c D p
```

## (a) A half-infinite chain

Show that for $D\ge 1$ the sum over $n=0,1,2,\dots$ converges and that
$$D\sum_{n\ge 0}\frac{1}{n^2+D^2}\le 4 .$$

**Solution.** Put $s=n+D\ge 1$. Then
$$4(n^2+D^2)-s(s+1)=2(n-D)^2+s(s-1)\ge 0,$$
and therefore
$$\frac{1}{n^2+D^2}\le\frac{4}{s(s+1)}=\frac{4}{n+D}-\frac{4}{n+1+D}.$$
Adding the terms $n=0,\dots,N-1$ telescopes the right side to $4/D-4/(N+D)\le 4/D$. The terms are non-negative and their partial sums are bounded, so the series converges to at most $4/D$.

In the code, `step` is the inequality for one term; `nlinarith` receives the two non-negative expressions above as hints. The induction `key` carries out the telescoping.

```lean
/-- For `D ≥ 1` the sum of `1 / (n² + D²)` over a half-infinite chain converges and is at most
`4 / D`. -/
theorem half_chain_bound {D : ℝ} (hD : 1 ≤ D) :
    Summable (fun n : ℕ => 1 / ((n : ℝ) ^ 2 + D ^ 2)) ∧
      D * ∑' n : ℕ, 1 / ((n : ℝ) ^ 2 + D ^ 2) ≤ 4 := by
  have hD0 : 0 < D := by linarith
  -- partial sums are dominated by a telescoping sum
  have key : ∀ N : ℕ, ∑ n ∈ Finset.range N, 1 / ((n : ℝ) ^ 2 + D ^ 2)
      ≤ 4 / D - 4 / ((N : ℝ) + D) := by
    intro N
    induction N with
    | zero => simp
    | succ N ih =>
      have hN : (0 : ℝ) ≤ N := Nat.cast_nonneg N
      have step : 1 / ((N : ℝ) ^ 2 + D ^ 2) ≤ 4 / ((N : ℝ) + D) - 4 / ((N : ℝ) + 1 + D) := by
        rw [div_sub_div _ _ (by positivity) (by positivity),
          div_le_div_iff₀ (by positivity) (by positivity)]
        nlinarith [sq_nonneg ((N : ℝ) - D),
          mul_nonneg (by linarith : 0 ≤ (N : ℝ) + D) (by linarith : 0 ≤ (N : ℝ) + D - 1)]
      rw [Finset.sum_range_succ]
      push_cast
      linarith
  have bound : ∀ N : ℕ, ∑ n ∈ Finset.range N, 1 / ((n : ℝ) ^ 2 + D ^ 2) ≤ 4 / D := by
    intro N
    have h : 0 ≤ 4 / ((N : ℝ) + D) := by positivity
    linarith [key N]
  have pos : ∀ n : ℕ, 0 ≤ 1 / ((n : ℝ) ^ 2 + D ^ 2) := fun n => by positivity
  refine ⟨summable_of_sum_range_le pos bound, ?_⟩
  have h := Real.tsum_le_of_sum_range_le pos bound
  rw [le_div_iff₀ hD0] at h
  linarith
```

## (b) The full chain

Extend the sum to all integers $m$ and show that it converges, with
$$D\,T\le 8,\qquad T=\sum_{m\in\mathbb Z}\frac{1}{m^2+D^2},\qquad D\ge 1 .$$

**Solution.** Write the negative sites as $m=-(n+1)$ with $n\ge 0$. Since $(n+1)^2\ge n^2$,
$$\frac{1}{(n+1)^2+D^2}\le\frac{1}{n^2+D^2}.$$
The negative half therefore converges and is no larger than the half in (a). Each half contributes at most $4/D$.

The comparison is `hle`, and `HasSum.of_nat_of_neg_add_one` joins the two halves into one sum over the integers.

```lean
/-- For `D ≥ 1` the sum of `1 / (m² + D²)` over an infinite chain converges and is at most
`8 / D`. -/
theorem chain_bound {D : ℝ} (hD : 1 ≤ D) :
    Summable (fun m : ℤ => 1 / ((m : ℝ) ^ 2 + D ^ 2)) ∧
      D * ∑' m : ℤ, 1 / ((m : ℝ) ^ 2 + D ^ 2) ≤ 8 := by
  have hD0 : 0 < D := by linarith
  obtain ⟨hs, hT⟩ := half_chain_bound hD
  have hle : ∀ n : ℕ, 1 / (((-((n : ℤ) + 1) : ℤ) : ℝ) ^ 2 + D ^ 2)
      ≤ 1 / ((n : ℝ) ^ 2 + D ^ 2) := by
    intro n
    apply one_div_le_one_div_of_le (by positivity)
    push_cast
    nlinarith [(Nat.cast_nonneg n : (0 : ℝ) ≤ n)]
  have hs' : Summable (fun n : ℕ => 1 / (((-((n : ℤ) + 1) : ℤ) : ℝ) ^ 2 + D ^ 2)) :=
    Summable.of_nonneg_of_le (fun n => by positivity) hle hs
  have h1 : HasSum (fun n : ℕ => 1 / (((n : ℤ) : ℝ) ^ 2 + D ^ 2))
      (∑' n : ℕ, 1 / ((n : ℝ) ^ 2 + D ^ 2)) := by
    simpa only [Int.cast_natCast] using hs.hasSum
  -- join the two halves of the chain
  have h := HasSum.of_nat_of_neg_add_one (f := fun m : ℤ => 1 / ((m : ℝ) ^ 2 + D ^ 2))
    h1 hs'.hasSum
  refine ⟨h.summable, ?_⟩
  rw [h.tsum_eq, mul_add]
  have h2 := mul_le_mul_of_nonneg_left (hasSum_le hle hs'.hasSum hs.hasSum) hD0.le
  linarith
```

## (c) The layer from above

Let $0\le c_{mn}\le b$ for all sites and $D\ge 1$. Show that the layer sum converges and that
$$D^4S(D)\le 64\,b .$$

**Solution.** The squared distance $m^2+n^2+D^2$ is at least as large as each of $D^2$, $m^2+D^2$ and $n^2+D^2$. Using one of these bounds for each factor of the cube gives
$$\frac{c_{mn}}{(m^2+n^2+D^2)^3}\le\frac{b}{D^2}\,\frac{1}{m^2+D^2}\,\frac{1}{n^2+D^2}.$$
The right side sums to $bT^2/D^2$, so the layer sum converges by comparison, and
$$D^4S(D)\le D^4\,\frac{b\,T^2}{D^2}=b\,(DT)^2\le 64\,b .$$

Here `H` is the sum of the product terms, `hle` is the bound site by site, and the closing `calc` is the last line of the solution.

```lean
/-- If all coefficients lie between `0` and `b` and `D ≥ 1`, the layer sum converges and
`D⁴ S(D) ≤ 64 b`. -/
theorem layer_upper {b D : ℝ} {c : ℤ → ℤ → ℝ} (h0 : ∀ m n, 0 ≤ c m n)
    (hb : ∀ m n, c m n ≤ b) (hD : 1 ≤ D) :
    Summable (pairTerm c D) ∧ D ^ 4 * layerSum c D ≤ 64 * b := by
  have hD0 : 0 < D := by linarith
  have hb0 : 0 ≤ b := (h0 0 0).trans (hb 0 0)
  obtain ⟨hs, hT⟩ := chain_bound hD
  have pos : ∀ m : ℤ, 0 ≤ 1 / ((m : ℝ) ^ 2 + D ^ 2) := fun m => by positivity
  have H := (hs.hasSum.mul hs.hasSum (hs.mul_of_nonneg hs pos pos)).mul_left (b / D ^ 2)
  -- each pair term is bounded by a product of two chain terms
  have hle : ∀ p : ℤ × ℤ, pairTerm c D p ≤
      b / D ^ 2 * (1 / ((p.1 : ℝ) ^ 2 + D ^ 2) * (1 / ((p.2 : ℝ) ^ 2 + D ^ 2))) := by
    intro p
    have e : b / D ^ 2 * (1 / ((p.1 : ℝ) ^ 2 + D ^ 2) * (1 / ((p.2 : ℝ) ^ 2 + D ^ 2)))
        = b / (D ^ 2 * (((p.1 : ℝ) ^ 2 + D ^ 2) * ((p.2 : ℝ) ^ 2 + D ^ 2))) := by
      rw [div_mul_div_comm, div_mul_div_comm, one_mul, mul_one]
    rw [e]
    have x := sq_nonneg (p.1 : ℝ)
    have y := sq_nonneg (p.2 : ℝ)
    refine div_le_div₀ hb0 (hb _ _) (by positivity) ?_
    rw [pow_succ' _ 2, pow_two ((p.1 : ℝ) ^ 2 + (p.2 : ℝ) ^ 2 + D ^ 2)]
    exact mul_le_mul (by linarith)
      (mul_le_mul (by linarith) (by linarith) (by positivity) (by positivity))
      (by positivity) (by positivity)
  have hS : Summable (pairTerm c D) :=
    Summable.of_nonneg_of_le (fun p => div_nonneg (h0 _ _) (by positivity)) hle H.summable
  refine ⟨hS, ?_⟩
  have hsum := hasSum_le hle hS.hasSum H
  have hT0 : 0 ≤ ∑' m : ℤ, 1 / ((m : ℝ) ^ 2 + D ^ 2) := tsum_nonneg pos
  set T := ∑' m : ℤ, 1 / ((m : ℝ) ^ 2 + D ^ 2)
  calc D ^ 4 * layerSum c D ≤ D ^ 4 * (b / D ^ 2 * (T * T)) :=
        mul_le_mul_of_nonneg_left hsum (by positivity)
    _ = b * (D * T) ^ 2 := by field_simp
    _ ≤ b * 8 ^ 2 :=
        mul_le_mul_of_nonneg_left (pow_le_pow_left₀ (by positivity) hT 2) hb0
    _ = 64 * b := by ring
```

## (d) The layer from below

Now let $0\le a\le c_{mn}\le b$ and $D\ge 1$. Show that
$$D^4S(D)\ge\frac{a}{27}.$$

**Solution.** Let $M$ be the integer part of $D$ and keep only the sites with $0\le m,n\le M$. There are $(M+1)^2\ge D^2$ of them. Each has $m^2+n^2+D^2\le 3D^2$ and so contributes at least $a/(3D^2)^3=a/(27D^6)$. The discarded terms are non-negative, hence
$$S(D)\ge D^2\,\frac{a}{27D^6}=\frac{a}{27D^4}.$$

The bound $b$ enters only through the convergence taken from (c). In the code `I` is the range $0,\dots,M$, `hcard` counts its elements, `hterm` bounds one contribution, `hN` is the inequality $D^2\le(M+1)^2$, and `htot` compares the finite sum with the whole.

```lean
/-- If all coefficients lie between `a ≥ 0` and `b` and `D ≥ 1`, then `D⁴ S(D) ≥ a / 27`. -/
theorem layer_lower {a b D : ℝ} {c : ℤ → ℤ → ℝ} (ha : 0 ≤ a) (hac : ∀ m n, a ≤ c m n)
    (hb : ∀ m n, c m n ≤ b) (hD : 1 ≤ D) : a / 27 ≤ D ^ 4 * layerSum c D := by
  have hD0 : 0 < D := by linarith
  have h0 : ∀ m n, 0 ≤ c m n := fun m n => ha.trans (hac m n)
  have hS := (layer_upper h0 hb hD).1
  -- the sites with `0 ≤ m, n ≤ D` number at least `D²`
  let I := Finset.Icc (0 : ℤ) (⌊D⌋₊ : ℤ)
  have hcard : I.card = ⌊D⌋₊ + 1 := by
    rw [Int.card_Icc]
    omega
  have hsq : ∀ m ∈ I, (m : ℝ) ^ 2 ≤ D ^ 2 := by
    intro m hm
    obtain ⟨h1, h2⟩ := Finset.mem_Icc.mp hm
    have h3 : (m : ℝ) ≤ (⌊D⌋₊ : ℝ) := by exact_mod_cast h2
    exact pow_le_pow_left₀ (by exact_mod_cast h1) (h3.trans (Nat.floor_le hD0.le)) 2
  have hterm : ∀ p ∈ I ×ˢ I, a / (3 * D ^ 2) ^ 3 ≤ pairTerm c D p := by
    intro p hp
    obtain ⟨h1, h2⟩ := Finset.mem_product.mp hp
    refine div_le_div₀ (h0 _ _) (hac _ _) (by positivity) (pow_le_pow_left₀ (by positivity) ?_ 3)
    linarith [hsq _ h1, hsq _ h2]
  have hfin := Finset.card_nsmul_le_sum _ _ _ hterm
  rw [Finset.card_product, hcard, nsmul_eq_mul] at hfin
  push_cast at hfin
  have htot : ∑ p ∈ I ×ˢ I, pairTerm c D p ≤ layerSum c D :=
    hS.sum_le_tsum _ (fun p _ => div_nonneg (h0 _ _) (by positivity))
  have hN : D ^ 2 ≤ ((⌊D⌋₊ : ℝ) + 1) * ((⌊D⌋₊ : ℝ) + 1) := by
    nlinarith [(Nat.lt_floor_add_one D).le]
  have hq : 0 ≤ a / (3 * D ^ 2) ^ 3 := by positivity
  calc a / 27 = D ^ 4 * (D ^ 2 * (a / (3 * D ^ 2) ^ 3)) := by
        rw [show (3 * D ^ 2) ^ 3 = 27 * D ^ 6 by ring]
        field_simp
    _ ≤ D ^ 4 * layerSum c D :=
        mul_le_mul_of_nonneg_left
          ((mul_le_mul_of_nonneg_right hN hq).trans (hfin.trans htot)) (by positivity)
```

## (e) One pair of constants for all arrays

For $0<a\le b$, find constants $k,K>0$ such that
$$k\le D^4S(D)\le K$$
for every array with $a\le c_{mn}\le b$ and every $D\ge 1$.

**Solution.** Parts (c) and (d) give $k=a/27$ and $K=64b$, both positive.

The order of the quantifiers matters. In the Lean statement `k` and `K` are chosen before `c` and `D`, so the same constants serve even if a different array is used at each distance. The statement itself says only that such constants exist; their values are supplied in the proof.

```lean
/-- For `0 < a ≤ b` there are positive constants `k` and `K` such that, for every choice of
coefficients between `a` and `b` and every `D ≥ 1`, the layer sum converges and
`k ≤ D⁴ S(D) ≤ K`. -/
theorem pairwise_layer_law {a b : ℝ} (ha : 0 < a) (hab : a ≤ b) :
    ∃ k K : ℝ, 0 < k ∧ 0 < K ∧ ∀ c : ℤ → ℤ → ℝ, (∀ m n, a ≤ c m n ∧ c m n ≤ b) →
      ∀ D : ℝ, 1 ≤ D → Summable (pairTerm c D) ∧
        k ≤ D ^ 4 * layerSum c D ∧ D ^ 4 * layerSum c D ≤ K := by
  refine ⟨a / 27, 64 * b, by positivity, by linarith, fun c hc D hD => ?_⟩
  have hu := layer_upper (fun m n => ha.le.trans (hc m n).1) (fun m n => (hc m n).2) hD
  exact ⟨hu.1, layer_lower ha.le (fun m n => (hc m n).1) (fun m n => (hc m n).2) hD, hu.2⟩
```

## (f) Coefficients that follow the distance

Let the coefficients depend on $D$ as well, with $0\le c_{mn}(D)\le b$ for one fixed $b$. Show that
$$\lim_{D\to\infty}D^{5/2}S(D)=0 .$$

**Solution.** For $D\ge 1$, part (c) applies to the array belonging to that $D$:
$$0\le D^{5/2}S(D)=D^{-3/2}\,D^4S(D)\le 64\,b\,D^{-3/2}\to 0 .$$

The type `ℝ → ℤ → ℤ → ℝ` of `c` expresses the dependence on distance, and `layerSum (c D) D` uses the array that belongs to the current height. No positive lower bound on the coefficients is required. The squeeze is `squeeze_zero'`, with `hlim` as the limit of the upper bound.

```lean
/-- If the coefficients stay between `0` and `b`, even when they change with the distance `D`,
then `D^(5/2) S(D)` tends to zero at large distance. -/
theorem metallic_scaling_vanishes {b : ℝ} {c : ℝ → ℤ → ℤ → ℝ}
    (h0 : ∀ D m n, 0 ≤ c D m n) (hb : ∀ D m n, c D m n ≤ b) :
    Tendsto (fun D : ℝ => D ^ (5 / 2 : ℝ) * layerSum (c D) D) atTop (𝓝 0) := by
  have hlim : Tendsto (fun D : ℝ => 64 * b * D ^ (-(3 / 2 : ℝ))) atTop (𝓝 0) := by
    simpa using (tendsto_rpow_neg_atTop (by norm_num : (0 : ℝ) < 3 / 2)).const_mul (64 * b)
  refine squeeze_zero' ?_ ?_ hlim
  · filter_upwards [eventually_ge_atTop (1 : ℝ)] with D hD
    have hD0 : 0 < D := by linarith
    exact mul_nonneg (by positivity)
      (tsum_nonneg fun p => div_nonneg (h0 _ _ _) (by positivity))
  · filter_upwards [eventually_ge_atTop (1 : ℝ)] with D hD
    have hD0 : 0 < D := by linarith
    have e : D ^ (5 / 2 : ℝ) = D ^ 4 * D ^ (-(3 / 2 : ℝ)) := by
      rw [← Real.rpow_natCast D 4, ← Real.rpow_add hD0]
      norm_num
    have hu := mul_le_mul_of_nonneg_right (layer_upper (h0 D) (hb D) hD).2
      (by positivity : 0 ≤ D ^ (-(3 / 2 : ℝ)))
    rw [e]
    linarith
```

## (g) The metallic power is excluded

Under the assumptions of (f), let $A>0$ be the strength of the metallic attraction. Show that there is no distance beyond which
$$S(D)=A\,D^{-5/2}$$
always holds.

**Solution.** Suppose there were such a distance. Beyond it $D^{5/2}S(D)=A$, so this product would tend to $A$. By (f) it tends to $0$. A limit is unique, so $A=0$, which contradicts $A>0$.

In Lean, `∀ᶠ D : ℝ in atTop` says that the equation holds at every $D$ beyond some distance, and the theorem denies this. The two limits meet in `tendsto_nhds_unique`.

```lean
/-- Coefficients that stay between `0` and `b`, even when they change with `D`, cannot give
`S(D) = A D^(-5/2)` with `A > 0` at all large distances. -/
theorem no_metallic_law {A b : ℝ} {c : ℝ → ℤ → ℤ → ℝ} (hA : 0 < A)
    (h0 : ∀ D m n, 0 ≤ c D m n) (hb : ∀ D m n, c D m n ≤ b) :
    ¬ ∀ᶠ D : ℝ in atTop, layerSum (c D) D = A * D ^ (-(5 / 2 : ℝ)) := by
  intro h
  have hconst : Tendsto (fun D : ℝ => D ^ (5 / 2 : ℝ) * layerSum (c D) D) atTop (𝓝 A) := by
    refine tendsto_const_nhds.congr' ?_
    filter_upwards [h, eventually_gt_atTop (0 : ℝ)] with D hD hD0
    have e : D ^ (5 / 2 : ℝ) * D ^ (-(5 / 2 : ℝ)) = 1 := by
      rw [← Real.rpow_add hD0, add_neg_cancel, Real.rpow_zero]
    rw [hD]
    linear_combination -A * e
  exact hA.ne' (tendsto_nhds_unique hconst (metallic_scaling_vanishes h0 hb))
```

## (h) What a fitted coefficient would have to do

Let all sites share one coefficient $C\ge 0$, and suppose that it reproduces $S(D)=A\,D^{-5/2}$ at a single distance $D\ge 1$. Show that
$$\frac{A\,D^{3/2}}{64}\le C\le 27\,A\,D^{3/2}.$$

**Solution.** Multiplying the fit condition by $D^4$ gives $D^4S(D)=A\,D^{3/2}$. Parts (c) and (d) with $a=b=C$ then read
$$\frac{C}{27}\le A\,D^{3/2}\le 64\,C ,$$
which rearranges to the claim.

For electronic-structure work this means that an undamped pairwise $C_6/r^6$ correction, with one coefficient for all sites of this lattice, can follow the metallic power out to large $D$ only if the coefficient changes with the distance and grows as $D^{3/2}$, up to bounded factors.

In the code `hS` is the multiplied fit condition, and `hu` and `hl` are the two bounds.

```lean
/-- If one coefficient `C ≥ 0`, the same for all sites, gives `S(D) = A D^(-5/2)` at some
distance `D ≥ 1`, then `C` lies between `A D^(3/2) / 64` and `27 A D^(3/2)`. -/
theorem fitted_coefficient_grows {A C D : ℝ} (hC : 0 ≤ C) (hD : 1 ≤ D)
    (h : layerSum (fun _ _ => C) D = A * D ^ (-(5 / 2 : ℝ))) :
    A * D ^ (3 / 2 : ℝ) / 64 ≤ C ∧ C ≤ 27 * (A * D ^ (3 / 2 : ℝ)) := by
  have hD0 : 0 < D := by linarith
  have e : D ^ 4 * D ^ (-(5 / 2 : ℝ)) = D ^ (3 / 2 : ℝ) := by
    rw [← Real.rpow_natCast D 4, ← Real.rpow_add hD0]
    norm_num
  have hS : D ^ 4 * layerSum (fun _ _ => C) D = A * D ^ (3 / 2 : ℝ) := by
    rw [h]
    linear_combination A * e
  have hu := (layer_upper (c := fun _ _ => C) (fun _ _ => hC) (fun _ _ => le_refl C) hD).2
  have hl := layer_lower (c := fun _ _ => C) hC (fun _ _ => le_refl C) (fun _ _ => le_refl C) hD
  rw [hS] at hu hl
  constructor <;> linarith

end

end LayerDispersion
```

```lean
#print axioms LayerDispersion.pairwise_layer_law
#print axioms LayerDispersion.no_metallic_law
#print axioms LayerDispersion.fitted_coefficient_grows
```

```
'LayerDispersion.pairwise_layer_law' depends on axioms: [propext, Classical.choice, Quot.sound]
'LayerDispersion.no_metallic_law' depends on axioms: [propext, Classical.choice, Quot.sound]
'LayerDispersion.fitted_coefficient_grows' depends on axioms: [propext, Classical.choice, Quot.sound]
```
